# Lattice density functional for one particle: minimum principle, uniqueness of the potential and inversion

To find a potential that gives one particle hopping on a finite lattice a prescribed strictly positive ground-state density $n$, one evaluates $v^*_i=-(T\sqrt n)_i/\sqrt{n_i}$, with $i$ a site and $T$ the real symmetric hopping matrix, whose off-diagonal entries must be nonpositive for the formula to be guaranteed. Under the same condition the ground-state energy is the minimum of a functional of the density, and a strictly positive ground-state density fixes its potential up to an additive constant.

```lean
import Mathlib

open Matrix ComplexConjugate

namespace LatticeDensityFunctional

noncomputable section

variable {ι : Type*} [Fintype ι]

/-- Energy expectation `Re ⟨ψ, H ψ⟩` of a real lattice Hamiltonian in a complex state. -/
def energy (H : Matrix ι ι ℝ) (ψ : ι → ℂ) : ℝ := (star ψ ⬝ᵥ (H.map Complex.ofReal) *ᵥ ψ).re

/-- Normalised one-particle states on the sites `ι`. -/
def states (ι : Type*) [Fintype ι] : Set (ι → ℂ) := {ψ | ∑ i, ‖ψ i‖ ^ 2 = 1}

/-- One-particle densities: probability vectors on the sites. -/
def densities (ι : Type*) [Fintype ι] : Set (ι → ℝ) := {n | (∀ i, 0 ≤ n i) ∧ ∑ i, n i = 1}

/-- Ground-state energy: the infimum of the energy over normalised states. -/
def groundEnergy (H : Matrix ι ι ℝ) : ℝ := sInf (energy H '' states ι)

/-- The density `|ψ_i|²` of a state. -/
def dens (ψ : ι → ℂ) : ι → ℝ := fun i => ‖ψ i‖ ^ 2

/-- The amplitude `√n_i` of a density. -/
def amp (n : ι → ℝ) : ι → ℝ := fun i => √(n i)

/-- The density functional `F(n) = ∑ T_ij √(n_i n_j)`. -/
def F (T : Matrix ι ι ℝ) (n : ι → ℝ) : ℝ := ∑ i, ∑ j, T i j * √(n i * n j)

/-- The potential `v_i = -(T √n)_i / √n_i` built from a density. -/
def invPot (T : Matrix ι ι ℝ) (n : ι → ℝ) : ι → ℝ := fun i => -(T *ᵥ amp n) i / amp n i

/-- The energy is the sum over site pairs of `H_ij Re(conj ψ_i ψ_j)`. -/
theorem energy_eq_sum (H : Matrix ι ι ℝ) (ψ : ι → ℂ) :
    energy H ψ = ∑ i, ∑ j, H i j * (conj (ψ i) * ψ j).re := by
  simp only [energy, dotProduct, mulVec, Complex.re_sum, Finset.mul_sum, map_apply,
    Pi.star_apply]
  refine Finset.sum_congr rfl fun i _ => Finset.sum_congr rfl fun j _ => ?_
  simp only [Complex.star_def, Complex.mul_re, Complex.mul_im, Complex.ofReal_re,
    Complex.ofReal_im, Complex.conj_re, Complex.conj_im]
  ring

/-- For a real state the energy is the real quadratic form `x · H x`. -/
theorem energy_real (H : Matrix ι ι ℝ) (x : ι → ℝ) :
    energy H (fun i => (x i : ℂ)) = x ⬝ᵥ H *ᵥ x := by
  rw [energy_eq_sum]
  simp only [dotProduct, mulVec, Finset.mul_sum]
  refine Finset.sum_congr rfl fun i _ => Finset.sum_congr rfl fun j _ => ?_
  simp only [Complex.mul_re, Complex.ofReal_re, Complex.ofReal_im, Complex.conj_re,
    Complex.conj_im]
  ring

variable [DecidableEq ι]

/-- The energy of `T + diag v` is the `T` part plus `v · |ψ|²`. -/
theorem energy_add_diagonal (T : Matrix ι ι ℝ) (v : ι → ℝ) (ψ : ι → ℂ) :
    energy (T + diagonal v) ψ = ∑ i, ∑ j, T i j * (conj (ψ i) * ψ j).re + v ⬝ᵥ dens ψ := by
  rw [energy_eq_sum]
  simp only [Matrix.add_apply, add_mul, Finset.sum_add_distrib, dotProduct]
  congr 1
  refine Finset.sum_congr rfl fun i _ => ?_
  have h : (conj (ψ i) * ψ i).re = dens ψ i := by
    rw [dens, Complex.sq_norm, Complex.normSq_apply]; simp
  rw [Finset.sum_eq_single i (fun j _ hj => by rw [diagonal_apply_ne _ hj.symm, zero_mul])
    (fun hi => absurd (Finset.mem_univ i) hi), diagonal_apply_eq, h]

/-- For `n ≥ 0` the state `√n` has energy `F(n) + v · n` under `T + diag v`. -/
theorem energy_amp (T : Matrix ι ι ℝ) (v n : ι → ℝ) (hn : ∀ i, 0 ≤ n i) :
    energy (T + diagonal v) (fun i => (amp n i : ℂ)) = F T n + v ⬝ᵥ n := by
  have hd : dens (fun i => (amp n i : ℂ)) = n := by
    funext i
    rw [dens, Complex.norm_real, Real.norm_eq_abs, sq_abs, amp, Real.sq_sqrt (hn i)]
  rw [energy_add_diagonal, hd, F]
  congr 1
  refine Finset.sum_congr rfl fun i _ => Finset.sum_congr rfl fun j _ => ?_
  rw [Real.sqrt_mul (hn i)]
  simp [amp]

/-- For nonpositive hopping the energy of `ψ` under `T + diag v` is at least
`F(|ψ|²) + v · |ψ|²`. -/
theorem energy_ge (T : Matrix ι ι ℝ) (hT : ∀ i j, i ≠ j → T i j ≤ 0) (v : ι → ℝ) (ψ : ι → ℂ) :
    F T (dens ψ) + v ⬝ᵥ dens ψ ≤ energy (T + diagonal v) ψ := by
  have h : F T (dens ψ) ≤ ∑ i, ∑ j, T i j * (conj (ψ i) * ψ j).re := by
    refine Finset.sum_le_sum fun i _ => Finset.sum_le_sum fun j _ => ?_
    have hs : √(dens ψ i * dens ψ j) = ‖ψ i‖ * ‖ψ j‖ := by
      rw [dens, dens, ← mul_pow, Real.sqrt_sq (by positivity)]
    rw [hs]
    by_cases hij : i = j
    · subst hij
      have h0 : (conj (ψ i) * ψ i).re = ‖ψ i‖ * ‖ψ i‖ := by
        rw [← sq, Complex.sq_norm, Complex.normSq_apply]; simp
      rw [h0]
    · -- relative phases can only raise a bond energy
      have hre : (conj (ψ i) * ψ j).re ≤ ‖ψ i‖ * ‖ψ j‖ :=
        (Complex.re_le_norm _).trans_eq (by simp)
      nlinarith [mul_nonneg (neg_nonneg.2 (hT i j hij)) (sub_nonneg.2 hre)]
  rw [energy_add_diagonal]
  linarith

variable [Nonempty ι]

/-- Density variational principle: for nonpositive hopping, `E₀(T + diag v)` is both the minimum
of the energy over normalised states and the minimum of `F(n) + v · n` over densities. -/
theorem groundEnergy_eq_min (T : Matrix ι ι ℝ) (hT : ∀ i j, i ≠ j → T i j ≤ 0) (v : ι → ℝ) :
    IsLeast (energy (T + diagonal v) '' states ι) (groundEnergy (T + diagonal v)) ∧
    IsLeast ((fun n => F T n + v ⬝ᵥ n) '' densities ι) (groundEnergy (T + diagonal v)) := by
  have hc : IsCompact (densities ι) := by
    refine (isCompact_Icc (a := (0 : ι → ℝ)) (b := 1)).of_isClosed_subset ?_ ?_
    · have h : IsClosed (Set.Ici (0 : ι → ℝ) ∩ {n | ∑ i, n i = 1}) :=
        isClosed_Ici.inter (isClosed_eq (by fun_prop) continuous_const)
      exact h
    · intro n hn
      exact ⟨fun i => hn.1 i, fun i =>
        (Finset.single_le_sum (fun j _ => hn.1 j) (Finset.mem_univ i)).trans_eq hn.2⟩
  obtain ⟨k⟩ := ‹Nonempty ι›
  have hne : (densities ι).Nonempty :=
    ⟨fun i => if i = k then 1 else 0, fun i => by by_cases h : i = k <;> simp [h], by simp⟩
  have hcont : Continuous fun n : ι → ℝ => F T n + v ⬝ᵥ n := by
    unfold F dotProduct; fun_prop
  obtain ⟨n, hn, hmin⟩ := hc.exists_isMinOn hne hcont.continuousOn
  -- `√n` attains the minimal value and no state goes below it
  have hl : IsLeast (energy (T + diagonal v) '' states ι) (F T n + v ⬝ᵥ n) := by
    refine ⟨⟨_, ?_, energy_amp T v n hn.1⟩, ?_⟩
    · refine Eq.trans (Finset.sum_congr rfl fun i _ => ?_) hn.2
      rw [Complex.norm_real, Real.norm_eq_abs, sq_abs, amp, Real.sq_sqrt (hn.1 i)]
    · rintro _ ⟨ψ, hψ, rfl⟩
      have hd : dens ψ ∈ densities ι := ⟨fun i => sq_nonneg _, hψ⟩
      exact le_trans (hmin hd) (energy_ge T hT v ψ)
  rw [groundEnergy, hl.csInf_eq]
  refine ⟨hl, ⟨n, hn, rfl⟩, ?_⟩
  rintro _ ⟨m, hm, rfl⟩
  exact hmin hm

/-- For symmetric nonpositive hopping, a density minimising `F(n) + v · n` satisfies the
eigenvalue equation `(T + diag v) √n = E₀ √n`. -/
theorem euler_lagrange (T : Matrix ι ι ℝ) (hs : T.IsSymm) (hT : ∀ i j, i ≠ j → T i j ≤ 0)
    (v n : ι → ℝ) (hn : n ∈ densities ι)
    (hmin : ∀ m ∈ densities ι, F T n + v ⬝ᵥ n ≤ F T m + v ⬝ᵥ m) :
    (T + diagonal v) *ᵥ amp n = groundEnergy (T + diagonal v) • amp n := by
  have key := groundEnergy_eq_min T hT v
  generalize groundEnergy (T + diagonal v) = E at key ⊢
  obtain ⟨m, hm, he⟩ := key.2.1
  have hE : F T n + v ⬝ᵥ n = E := le_antisymm ((hmin m hm).trans_eq he) (key.2.2 ⟨n, hn, rfl⟩)
  have hAx : ∀ x : ι → ℝ,
      (T + diagonal fun i => v i - E) *ᵥ x = (T + diagonal v) *ᵥ x - E • x := by
    intro x
    ext i
    simp only [add_mulVec, Pi.add_apply, Pi.sub_apply, Pi.smul_apply, mulVec_diagonal,
      smul_eq_mul]
    ring
  have hH : T.IsHermitian := Matrix.IsHermitian.ext fun i j => by simpa using hs.apply i j
  -- `H - E₀` is positive semidefinite, by normalising an arbitrary real vector
  have hA : (T + diagonal fun i => v i - E).PosSemidef := by
    refine PosSemidef.of_dotProduct_mulVec_nonneg (hH.add (isHermitian_diagonal _)) fun x => ?_
    rw [star_trivial, hAx, dotProduct_sub, dotProduct_smul, smul_eq_mul, sub_nonneg]
    by_cases hx : x = 0
    · simp [hx]
    have hp : 0 < x ⬝ᵥ x := lt_of_le_of_ne (Finset.sum_nonneg fun i _ => mul_self_nonneg _)
      fun h => hx (dotProduct_self_eq_zero.1 h.symm)
    obtain ⟨c, hc⟩ : ∃ c : ℝ, c * c * (x ⬝ᵥ x) = 1 := ⟨(√(x ⬝ᵥ x))⁻¹, by
      rw [← mul_inv, Real.mul_self_sqrt hp.le, inv_mul_cancel₀ hp.ne']⟩
    have hst : (fun i => (((c • x) i : ℝ) : ℂ)) ∈ states ι := by
      refine Eq.trans ?_ hc
      simp only [dotProduct, Finset.mul_sum]
      refine Finset.sum_congr rfl fun i _ => ?_
      rw [Complex.norm_real, Real.norm_eq_abs, sq_abs, Pi.smul_apply, smul_eq_mul]
      ring
    have h := key.1.2 ⟨_, hst, rfl⟩
    rw [energy_real, mulVec_smul, smul_dotProduct, dotProduct_smul, smul_eq_mul,
      smul_eq_mul] at h
    calc E * (x ⬝ᵥ x) ≤ c * (c * (x ⬝ᵥ (T + diagonal v) *ᵥ x)) * (x ⬝ᵥ x) :=
          mul_le_mul_of_nonneg_right h hp.le
      _ = c * c * (x ⬝ᵥ x) * (x ⬝ᵥ (T + diagonal v) *ᵥ x) := by ring
      _ = _ := by rw [hc, one_mul]
  have h1 : amp n ⬝ᵥ amp n = 1 :=
    Eq.trans (Finset.sum_congr rfl fun i _ => Real.mul_self_sqrt (hn.1 i)) hn.2
  -- its quadratic form vanishes at `√n`, so `√n` lies in the kernel
  rw [← sub_eq_zero, ← hAx]
  refine (hA.dotProduct_mulVec_zero_iff _).1 ?_
  rw [star_trivial, hAx, dotProduct_sub, dotProduct_smul, h1, ← energy_real,
    energy_amp T v n hn.1, hE, smul_eq_mul, mul_one, sub_self]

/-- One-particle Hohenberg-Kohn uniqueness on the lattice: for symmetric nonpositive hopping,
if a strictly positive density minimises both
`F + v · n` and `F + w · n`, then `v - w` is the constant `E₀(v) - E₀(w)`. -/
theorem potential_unique (T : Matrix ι ι ℝ) (hs : T.IsSymm) (hT : ∀ i j, i ≠ j → T i j ≤ 0)
    (v w n : ι → ℝ) (hn : n ∈ densities ι) (hpos : ∀ i, 0 < n i)
    (hv : ∀ m ∈ densities ι, F T n + v ⬝ᵥ n ≤ F T m + v ⬝ᵥ m)
    (hw : ∀ m ∈ densities ι, F T n + w ⬝ᵥ n ≤ F T m + w ⬝ᵥ m) (i : ι) :
    v i - w i = groundEnergy (T + diagonal v) - groundEnergy (T + diagonal w) := by
  have h1 := congrFun (euler_lagrange T hs hT v n hn hv) i
  have h2 := congrFun (euler_lagrange T hs hT w n hn hw) i
  simp only [add_mulVec, Pi.add_apply, Pi.smul_apply, mulVec_diagonal, smul_eq_mul] at h1 h2
  have ha : amp n i ≠ 0 := (Real.sqrt_pos.2 (hpos i)).ne'
  exact mul_right_cancel₀ ha (by linear_combination h1 - h2)

/-- Inverse Legendre transform: for symmetric nonpositive hopping and a
strictly positive density, `F(n)` is the maximum over
potentials of `E₀(T + diag v) - v · n`, attained at `v_i = -(T √n)_i / √n_i`. -/
theorem F_eq_max (T : Matrix ι ι ℝ) (hs : T.IsSymm) (hT : ∀ i j, i ≠ j → T i j ≤ 0)
    (n : ι → ℝ) (hn : n ∈ densities ι) (hpos : ∀ i, 0 < n i) :
    (∀ v, groundEnergy (T + diagonal v) - v ⬝ᵥ n ≤ F T n) ∧
    groundEnergy (T + diagonal (invPot T n)) - invPot T n ⬝ᵥ n = F T n := by
  have hle : ∀ v, groundEnergy (T + diagonal v) - v ⬝ᵥ n ≤ F T n := fun v =>
    sub_le_iff_le_add.2 ((groundEnergy_eq_min T hT v).2.2 ⟨n, hn, rfl⟩)
  have ha : ∀ i, 0 < amp n i := fun i => Real.sqrt_pos.2 (hpos i)
  -- sum-of-squares form of the total energy functional
  have h0 : ∀ m : ι → ℝ, (∀ i, 0 ≤ m i) → 2 * (F T m + invPot T n ⬝ᵥ m) = ∑ i, ∑ j,
      -T i j * (amp m i * amp n j - amp m j * amp n i) ^ 2 / (amp n i * amp n j) := by
    intro m hm
    have hv : invPot T n ⬝ᵥ m = ∑ i, ∑ j, -(T i j * amp n j * amp m i ^ 2 / amp n i) := by
      simp only [dotProduct, invPot, mulVec]
      refine Finset.sum_congr rfl fun i _ => ?_
      rw [← Finset.sum_neg_distrib, Finset.sum_div, Finset.sum_mul]
      refine Finset.sum_congr rfl fun j _ => ?_
      have hsq : amp m i ^ 2 = m i := Real.sq_sqrt (hm i)
      rw [hsq]
      ring
    have hv' : invPot T n ⬝ᵥ m = ∑ i, ∑ j, -(T i j * amp n i * amp m j ^ 2 / amp n j) := by
      rw [hv, Finset.sum_comm]
      refine Finset.sum_congr rfl fun i _ => Finset.sum_congr rfl fun j _ => ?_
      rw [hs.apply i j]
    have hF : F T m = ∑ i, ∑ j, T i j * (amp m i * amp m j) :=
      Finset.sum_congr rfl fun i _ => Finset.sum_congr rfl fun j _ => by
        rw [Real.sqrt_mul (hm i)]; rfl
    have e : 2 * (F T m + invPot T n ⬝ᵥ m) = ∑ i, ∑ j, (T i j * (amp m i * amp m j)
        + T i j * (amp m i * amp m j) + -(T i j * amp n j * amp m i ^ 2 / amp n i)
        + -(T i j * amp n i * amp m j ^ 2 / amp n j)) := by
      simp only [Finset.sum_add_distrib]
      linarith
    rw [e]
    refine Finset.sum_congr rfl fun i _ => Finset.sum_congr rfl fun j _ => ?_
    have hi := (ha i).ne'
    have hj := (ha j).ne'
    field_simp
    ring
  have hz : 2 * (F T n + invPot T n ⬝ᵥ n) = 0 := by
    rw [h0 n hn.1]
    exact Finset.sum_eq_zero fun i _ => Finset.sum_eq_zero fun j _ => by ring
  obtain ⟨m, hm, he⟩ := (groundEnergy_eq_min T hT (invPot T n)).2.1
  have he' : F T m + invPot T n ⬝ᵥ m = groundEnergy (T + diagonal (invPot T n)) := he
  have hm0 : 0 ≤ 2 * (F T m + invPot T n ⬝ᵥ m) := by
    rw [h0 m hm.1]
    refine Finset.sum_nonneg fun i _ => Finset.sum_nonneg fun j _ => ?_
    by_cases hij : i = j
    · subst hij
      simp
    · exact div_nonneg (mul_nonneg (neg_nonneg.2 (hT i j hij)) (sq_nonneg _))
        (mul_pos (ha i) (ha j)).le
  exact ⟨hle, le_antisymm (hle _) (by linarith)⟩

end

end LatticeDensityFunctional
```

```lean
#print axioms LatticeDensityFunctional.potential_unique
-- 'LatticeDensityFunctional.potential_unique' depends on axioms: [propext, Classical.choice, Quot.sound]
#print axioms LatticeDensityFunctional.F_eq_max
-- 'LatticeDensityFunctional.F_eq_max' depends on axioms: [propext, Classical.choice, Quot.sound]
```

## Model and statements

The sites form a finite nonempty type `ι`. A state is a complex vector $\psi$ with $\sum_i|\psi_i|^2=1$ (`states`), and `energy H ψ` is $\mathrm{Re}\langle\psi,H\psi\rangle$ for a real matrix $H$. The Hamiltonian is $T+\operatorname{diag}v$ with a real site potential $v$, and $E_0(v)$ denotes `groundEnergy (T + diagonal v)`, the infimum of the energy over states. A density is a probability vector $n$ (`densities`), `dens ψ` is $|\psi_i|^2$, `amp n` is $\sqrt{n_i}$, `invPot T n` is $v^*$, and
$$F(n)=\sum_{i,j}T_{ij}\sqrt{n_in_j}.$$
The hypothesis `hT` says $T_{ij}\le0$ for $i\ne j$ and leaves the diagonal free; `hs` says $T$ is symmetric. All four theorems below assume `hT`, and the last three also assume `hs`.

- `groundEnergy_eq_min` needs only `hT`: $E_0(v)$ is the least energy over states and the least value of $F(n)+v\cdot n$ over densities, both attained (`IsLeast`).
- `euler_lagrange`: for symmetric $T$, a minimising density obeys $(T+\operatorname{diag}v)\sqrt n=E_0(v)\sqrt n$.
- `potential_unique`: if a strictly positive $n$ minimises for both $v$ and a second potential $w$, then $v_i-w_i=E_0(v)-E_0(w)$ at every site.
- `F_eq_max`: for strictly positive $n$, $E_0(v)-v\cdot n\le F(n)$ for all $v$, with equality at $v^*$.

The third is the Hohenberg-Kohn uniqueness statement for a single particle on finitely many sites, without spin or interaction, and positivity of $n$ (`hpos`) is assumed, not derived from the connectivity of $T$. $F$ enters as a closed formula; its convexity is not among the theorems.

## Why it is true

Since $T$ and $v$ are real, `energy_eq_sum` and `energy_add_diagonal` give
$$\mathrm{Re}\langle\psi,(T+\operatorname{diag}v)\psi\rangle=\sum_{i,j}T_{ij}\,\mathrm{Re}(\bar\psi_i\psi_j)+\sum_i v_i|\psi_i|^2 .$$
At $\psi=\sqrt n$ this equals $F(n)+v\cdot n$ (`energy_amp`). For general $\psi$, diagonal terms satisfy $\mathrm{Re}(\bar\psi_i\psi_i)=|\psi_i|^2$ exactly, and off the diagonal $\mathrm{Re}(\bar\psi_i\psi_j)\le|\psi_i||\psi_j|$ (`hre`), which reverses on multiplication by $T_{ij}\le0$. So the energy is at least $F(|\psi|^2)+v\cdot|\psi|^2$ (`energy_ge`). The two lemmas at $v=0$ are the constrained search: among states of density $n$, $\sqrt n$ has the lowest hopping energy, $F(n)$.

The densities are a closed subset of the unit cube, hence compact (`hc`), and $F(n)+v\cdot n$ is continuous (`hcont`), so some $n$ minimises it. The state $\sqrt n$ reaches this value and by `energy_ge` no state goes lower (`hl`), so it is $E_0(v)$. Conversely, `energy_ge` shows that the density of any ground state is a minimiser, so the statements about minimising densities apply to all ground-state densities.

For the eigenvalue equation put $A=T+\operatorname{diag}(v-E_0(v))$, which is symmetric. A real vector $x\ne0$ scaled by $c=(x\cdot x)^{-1/2}$ is a state, so `energy_real` gives $c^2\,x\cdot(T+\operatorname{diag}v)x\ge E_0(v)$, that is $x\cdot Ax\ge0$ (`hA`). With $a=\sqrt n$, $a\cdot a=1$ and $a\cdot Aa=F(n)+v\cdot n-E_0(v)=0$. For any real vector $y$ and number $\epsilon$, $(a+\epsilon y)\cdot A(a+\epsilon y)=2\epsilon\,y\cdot Aa+\epsilon^2\,y\cdot Ay\ge0$, which forces $Aa=0$; Lean takes this from `dotProduct_mulVec_zero_iff`.

Component $i$ of the equation reads $(Ta)_i+v_ia_i=E_0(v)a_i$. Subtracting the same line for $w$ cancels $(Ta)_i$, and dividing by $a_i>0$ gives `potential_unique`.

The inequality in `F_eq_max` is $E_0(v)\le F(n)+v\cdot n$ rearranged. For equality take any density $m$ and $b=\sqrt m$. Then
$$v^*\cdot m=-\sum_{i,j}T_{ij}\frac{a_jb_i^2}{a_i}=-\sum_{i,j}T_{ij}\frac{a_ib_j^2}{a_j},$$
the second form by exchanging $i,j$ and using symmetry (`hv`, `hv'`). Adding both to $2F(m)=2\sum_{i,j}T_{ij}b_ib_j$ completes a square (`h0`):
$$2\big(F(m)+v^*\cdot m\big)=\sum_{i,j}(-T_{ij})\frac{(b_ia_j-b_ja_i)^2}{a_ia_j}.$$
Diagonal terms vanish and the others are nonnegative (`hm0`); at $m=n$ all vanish (`hz`). Hence the minimum over $m$ is $0=F(n)+v^*\cdot n$. The additive constant in $v^*$ is thus the one that puts the ground-state energy at zero. By `energy_amp` the state $\sqrt n$ has energy $0=E_0(v^*)$, so it is a ground state of $T+\operatorname{diag}v^*$ with density $n$; if the hopping does not connect all sites, there are also ground states with other densities.

## Hypotheses, a pitfall and an alternative

Two sites show what the hypotheses do. With $T_{12}=T_{21}=t>0$, zero diagonal and $v=0$, the state $(1,-1)/\sqrt2$ has energy $-t$, while $F(n)=2t\sqrt{n_1n_2}\ge0$, so without `hT` the minimum principle can fail. With $T=0$, the density $n=(1,0)$ minimises for both $v=(0,1)$ and $w=(0,2)$, whose difference $(0,-1)$ is not constant, so uniqueness can fail without `hpos`.

An easy mistake is to derive the eigenvalue equation by differentiating $F(n)+v\cdot n$ with a Lagrange multiplier. The derivative $(T\sqrt n)_i/\sqrt{n_i}$ need not exist where $n_i=0$, and the minimiser can lie on that boundary, where stationarity with a multiplier need not hold: in the last example $F=0$ and the gradient $v=(0,1)$ is not constant. The semidefiniteness argument covers such densities.

$E_0(v)$ could instead have been defined as the lowest eigenvalue of a Hermitian matrix. Symmetry of $T$ would then be needed already in the definition, and the variational principle over states would become something to prove. With the infimum, the energy sees only the symmetric part of $T$, because $\mathrm{Re}(\bar\psi_i\psi_j)$ is symmetric in $i,j$, and `hs` enters only in the three theorems whose proofs use the vector $T\sqrt n$.
